# On states of fixed parity, a periodic XY spin ring is a Jordan-Wigner ring with its closing bond multiplied by minus the parity

## A wrong ground level on three sites

Put three spins one half on a ring, let neighbours exchange an up and a down spin with amplitude 1, and keep two spins up. If the spins are replaced by fermions on an equally periodic ring, the lowest level comes out as −2. The correct value is −1.

The error sits in one bond. The Jordan-Wigner transformation orders the sites along a line, and the bond that joins the last site to the first picks up a sign depending on how many spins are up. For finite XY rings with uniform nearest-neighbour couplings, this sign decides which momentum grid a free-fermion calculation must use.

## Spins, strings and the ring

Label the sites 0, …, n, so the ring has N = n+1 spins. Call a site occupied when its spin is up, with occupation n_x equal to 0 or 1. Let s_x be the matrix that empties site x, and define

Z_x = (−1)^(n_x), S_x = ∏_{y<x} Z_y, c_x = S_x s_x, P = ∏_y Z_y.

With up as occupied, Z_x is minus the usual Pauli matrix σᶻ. For site operators a and b, a bond is

B(a,b) = J (a†b + h.c.) + K (a†b† + h.c.),

with real J and K. For exchange couplings Jx and Jy that multiply products of the spin components σˣ/2 and σʸ/2 of neighbours, J = (Jx+Jy)/4 and K = (Jx−Jy)/4, so J is a hopping amplitude and not an exchange constant. The ring Hamiltonian is

H_η(a) = ∑_{i<n} B(a_i, a_{i+1}) + η B(a_n, a_0) + h ∑_x a_x†a_x.

The field h couples to the occupation, which differs from the spin component σᶻ/2 by the constant 1/2 per site.

## What is proved

The boundary hop is

s_n† s_0 = −P c_n† c_0.

For the whole Hamiltonian, if Pψ = pψ, then

H_1(s) ψ = H_{−p}(c) ψ.

Even parity, p = 1, gives an antiperiodic ring; odd parity, p = −1, gives a periodic one. P also commutes with H_1(s), so the parity sectors can be treated separately.

In Lean, `Op n` is the type of complex matrices between configurations `Fin (n + 1) → Bool`, where `true` means occupied. The operators s_x, c_x and P are `lower x`, `fermi x` and `parity n`, and ᴴ is the conjugate transpose. The only hypothesis of `spin_ring_eq_fermi_ring` is the parity equation for ψ, which need not be normalised. The number p may be complex, but P² = 1 forces p = ±1 when ψ ≠ 0.

The statements hold from one site on. With one site the closing bond joins the site to itself; with two sites it doubles the only pair.

The step left to the reader is the passage to free-fermion modes: it uses the canonical anticommutation relations of the c_x, which are standard but not proved here. Of the eigenstates of H_{−p}(c) found in this way, only those with Pψ = pψ may be kept; the others are not, in general, eigenstates of the spin ring.

## Derivation

**One site.** After s_x acts, site x is empty, so Z_x s_x = s_x. Since s_x acts only on an occupied site, s_x Z_x = −s_x. The adjoint of the first relation is s_x† Z_x = s_x†.

**Parity.** Write P = R Z_x, where R contains the signs of all other sites and commutes with s_x. Then

P s_x = R s_x, s_x P = R s_x Z_x = −R s_x.

Hence P s_x = −s_x P, and the adjoint gives P s_x† = −s_x† P.

**End sites.** Strings are Hermitian and square to one, and P = S_n Z_n. Therefore

c_n† P = s_n† S_n S_n Z_n = s_n† Z_n = s_n†.

Multiplying by P on the right gives c_n† = s_n† P, so P c_n† = P s_n† P = −s_n†. The string of site 0 is empty, so c_0 = s_0. The boundary hop follows.

**Closing bond.** Let b be s_0 or s_0†. Then

s_n† b = c_n† P b = −c_n† b P,
(s_n† b)† = −(P c_n† b)† = −(c_n† b)† P.

Adding the terms gives B(s_n, s_0) = −B(c_n, c_0) P.

**Other terms.** For i < n, S_{i+1} = S_i Z_i, so

c_i† S_{i+1} = s_i† S_i S_i Z_i = s_i†.

Since c_{i+1} = S_{i+1} s_{i+1} and c_{i+1}† = S_{i+1} s_{i+1}†, it follows that c_i† c_{i+1} = s_i† s_{i+1} and c_i† c_{i+1}† = s_i† s_{i+1}†. Also c_x† c_x = s_x† S_x² s_x = s_x† s_x. Only the closing bond changes, and on ψ its factor −P becomes −p.

**Conservation.** Every term of H_1(s) is a product of two operators that anticommute with P, so it commutes with P.

## Three sites with two spins up

Take n = 2, J = 1 and K = h = 0. The spin closing hop sends |110⟩ to |011⟩. For the Jordan-Wigner operators,

c_2† c_0 |110⟩ = s_2† Z_0 Z_1 |010⟩ = −|011⟩.

Here P = 1, so −P c_2† c_0 restores the plus sign. In the order |110⟩, |101⟩, |011⟩, H_η(c) is

[ 0 1 −η ]
[ 1 0 1 ]
[ −η 1 0 ]

For η = −1 the levels are 2, −1, −1, those of the spin ring. For η = 1 they are −2, 1, 1, which is the error described at the start.

## The Lean file

```lean
import Mathlib

open Matrix

namespace JordanWignerRing

noncomputable section

variable {n : ℕ}

/-- Operators on `n + 1` spins one half, as matrices between occupation configurations. -/
abbrev Op (n : ℕ) := Matrix (Fin (n + 1) → Bool) (Fin (n + 1) → Bool) ℂ

/-- The sign `(-1)^b` of an occupation number `b`. -/
def sgn (b : Bool) : ℂ := if b then -1 else 1

/-- The lowering matrix `s_x`: it empties site `x` if occupied and gives zero otherwise. -/
def lower (x : Fin (n + 1)) : Op n :=
  Matrix.of fun σ τ => if τ x = true ∧ σ = Function.update τ x false then 1 else 0

/-- The diagonal matrix `Z_x = (-1)^(n_x)`. -/
def Z (x : Fin (n + 1)) : Op n := diagonal fun σ => sgn (σ x)

/-- The string over a set `A` of sites: the diagonal matrix of the product of the
signs `(-1)^(n_y)` with `y` in `A`. -/
def zString (A : Finset (Fin (n + 1))) : Op n := diagonal fun σ => ∏ y ∈ A, sgn (σ y)

/-- The total parity `P`, the string over all sites. -/
abbrev parity (n : ℕ) : Op n := zString Finset.univ

/-- The Jordan-Wigner operator `c_x`: the string over all `y < x`, times `s_x`. -/
def fermi (x : Fin (n + 1)) : Op n := zString (Finset.Iio x) * lower x

/-- A bond between operators `a` and `b`: hopping `J (a† b + h.c.)` plus
pairing `K (a† b† + h.c.)`. -/
def bond (J K : ℝ) (a b : Op n) : Op n :=
  (J : ℂ) • (aᴴ * b + (aᴴ * b)ᴴ) + (K : ℂ) • (aᴴ * bᴴ + (aᴴ * bᴴ)ᴴ)

/-- The ring Hamiltonian built from site operators `a_x`: equal bonds between neighbours,
a closing bond from the last site to site `0` multiplied by `η`, and a field `h` coupled
to `a_x† a_x`. -/
def ringHamiltonian (J K h : ℝ) (η : ℂ) (a : Fin (n + 1) → Op n) : Op n :=
  (∑ i : Fin n, bond J K (a i.castSucc) (a i.succ)) + η • bond J K (a (Fin.last n)) (a 0)
    + (h : ℂ) • ∑ x, (a x)ᴴ * a x

/-- Adding a new site `x` to a string multiplies it by `Z_x`. -/
theorem zString_insert {x : Fin (n + 1)} {A : Finset (Fin (n + 1))} (hx : x ∉ A) :
    zString (insert x A) = zString A * Z x := by
  simp only [zString, Z, diagonal_mul_diagonal]
  congr 1
  funext σ
  rw [Finset.prod_insert hx, mul_comm]

/-- Every string squares to one and is Hermitian. -/
theorem zString_sq_and_hermitian (A : Finset (Fin (n + 1))) :
    zString A * zString A = 1 ∧ (zString A)ᴴ = zString A := by
  constructor
  · rw [zString, diagonal_mul_diagonal, ← diagonal_one]
    congr 1
    funext σ
    rw [← Finset.prod_mul_distrib]
    exact Finset.prod_eq_one fun y _ => by cases σ y <;> simp [sgn]
  · rw [zString, diagonal_conjTranspose]
    congr 1
    funext σ
    change starRingEnd ℂ (∏ y ∈ A, sgn (σ y)) = _
    rw [map_prod]
    exact Finset.prod_congr rfl fun y _ => by cases σ y <;> simp [sgn]

/-- A string commutes with the lowering matrix of a site that it does not contain. -/
theorem zString_mul_lower {x : Fin (n + 1)} {A : Finset (Fin (n + 1))} (hx : x ∉ A) :
    zString A * lower x = lower x * zString A := by
  ext σ τ
  simp only [zString, lower, diagonal_mul, mul_diagonal, Matrix.of_apply]
  split_ifs with h
  · obtain ⟨_, rfl⟩ := h
    rw [mul_one, one_mul]
    refine Finset.prod_congr rfl fun y hy => ?_
    have hne : y ≠ x := by
      rintro rfl
      exact hx hy
    rw [Function.update_of_ne hne]
  · simp

/-- On one site, `Z s = s`, `s Z = -s` and `s† Z = s†`. -/
theorem Z_lower (x : Fin (n + 1)) :
    Z x * lower x = lower x ∧ lower x * Z x = -lower x ∧
      (lower x)ᴴ * Z x = (lower x)ᴴ := by
  refine ⟨?_, ?_, ?_⟩
  · ext σ τ
    simp only [Z, lower, diagonal_mul, Matrix.of_apply]
    split_ifs with h
    · obtain ⟨_, rfl⟩ := h
      simp [sgn]
    · simp
  · ext σ τ
    simp only [Z, lower, mul_diagonal, Matrix.of_apply, Matrix.neg_apply]
    split_ifs with h
    · simp [sgn, h.1]
    · simp
  · ext σ τ
    simp only [Z, lower, mul_diagonal, conjTranspose_apply, Matrix.of_apply]
    split_ifs with h
    · obtain ⟨_, rfl⟩ := h
      simp [sgn]
    · simp

/-- The total parity anticommutes with every `s_x` and every `s_x†`. -/
theorem parity_anticommutes (x : Fin (n + 1)) :
    parity n * lower x = -(lower x * parity n) ∧
      parity n * (lower x)ᴴ = -((lower x)ᴴ * parity n) := by
  have h0 := zString_insert (x := x) (A := Finset.univ.erase x) (by simp)
  rw [Finset.insert_erase (Finset.mem_univ x)] at h0
  have h : parity n = zString (Finset.univ.erase x) * Z x := h0
  have hc := zString_mul_lower (x := x) (A := Finset.univ.erase x) (by simp)
  have h1 : parity n * lower x = -(lower x * parity n) := by
    rw [h, mul_assoc, (Z_lower x).1, ← mul_assoc, ← hc, mul_assoc, (Z_lower x).2.1,
      mul_neg, neg_neg]
  refine ⟨h1, ?_⟩
  -- the second relation is the adjoint of the first
  have hP : (parity n)ᴴ = parity n := (zString_sq_and_hermitian _).2
  have h2 := congrArg conjTranspose h1
  rw [conjTranspose_neg, conjTranspose_mul, conjTranspose_mul, hP] at h2
  rw [h2, neg_neg]

/-- At the ends of the labelling, `s_n† = c_n† P = -P c_n†` and `c_0 = s_0`. -/
theorem end_sites :
    (lower (Fin.last n))ᴴ = (fermi (Fin.last n))ᴴ * parity n ∧
      (lower (Fin.last n))ᴴ = -(parity n * (fermi (Fin.last n))ᴴ) ∧
      fermi (0 : Fin (n + 1)) = lower 0 := by
  have hu : insert (Fin.last n) (Finset.Iio (Fin.last n)) = Finset.univ := by
    ext y
    simp only [Finset.mem_insert, Finset.mem_Iio, Finset.mem_univ, iff_true]
    exact eq_or_lt_of_le (Fin.le_last y)
  have h0 := zString_insert (x := Fin.last n) (A := Finset.Iio (Fin.last n)) (by simp)
  rw [hu] at h0
  have hP : parity n = zString (Finset.Iio (Fin.last n)) * Z (Fin.last n) := h0
  have hPP : parity n * parity n = 1 := (zString_sq_and_hermitian _).1
  -- the string of `c_n` cancels all of `P` except the factor at the last site
  have e : (fermi (Fin.last n))ᴴ * parity n = (lower (Fin.last n))ᴴ := by
    rw [fermi, conjTranspose_mul, (zString_sq_and_hermitian _).2, hP, mul_assoc,
      ← mul_assoc (zString _) (zString _), (zString_sq_and_hermitian _).1, one_mul,
      (Z_lower _).2.2]
  have e' : (fermi (Fin.last n))ᴴ = (lower (Fin.last n))ᴴ * parity n := by
    rw [← e, mul_assoc, hPP, mul_one]
  refine ⟨e.symm, ?_, ?_⟩
  · rw [e', ← mul_assoc, (parity_anticommutes _).2, neg_mul, mul_assoc, hPP, mul_one,
      neg_neg]
  · have hE : Finset.Iio (0 : Fin (n + 1)) = ∅ := by
      ext y
      simp
    simp [fermi, hE, zString]

/-- The boundary hop: `s_n† s_0 = -P c_n† c_0` on a ring with sites `0, …, n`. -/
theorem boundary_hop :
    (lower (Fin.last n))ᴴ * lower 0 =
      -(parity n * (fermi (Fin.last n))ᴴ * fermi 0) := by
  rw [end_sites.2.1, end_sites.2.2, neg_mul]

/-- The whole closing bond of the spins, hopping and pairing, is minus the closing bond
of the Jordan-Wigner operators times the total parity. -/
theorem closing_bond (J K : ℝ) :
    bond J K (lower (Fin.last n)) (lower 0) =
      -(bond J K (fermi (Fin.last n)) (fermi 0) * parity n) := by
  have hP : (parity n)ᴴ = parity n := (zString_sq_and_hermitian _).2
  -- for `b = s_0` or `b = s_0†`, parity moves to the right past `b` with a sign
  have key : ∀ b : Op n, parity n * b = -(b * parity n) →
      (lower (Fin.last n))ᴴ * b = -((fermi (Fin.last n))ᴴ * b * parity n) ∧
      ((lower (Fin.last n))ᴴ * b)ᴴ = -(((fermi (Fin.last n))ᴴ * b)ᴴ * parity n) := by
    intro b hb
    constructor
    · rw [end_sites.1, mul_assoc, hb, mul_neg, ← mul_assoc]
    · rw [end_sites.2.1, neg_mul, mul_assoc, conjTranspose_neg,
        conjTranspose_mul (parity n), hP]
  have h1 := key _ (parity_anticommutes 0).1
  have h2 := key _ (parity_anticommutes 0).2
  rw [bond, bond, end_sites.2.2, h1.2, h2.2, h1.1, h2.1]
  simp only [add_mul, smul_mul_assoc]
  module

/-- The periodic spin ring conserves the total parity. -/
theorem parity_conserved (J K h : ℝ) :
    Commute (parity n) (ringHamiltonian J K h 1 lower) := by
  have pair : ∀ a b : Op n, parity n * a = -(a * parity n) →
      parity n * b = -(b * parity n) → Commute (parity n) (a * b) := by
    intro a b ha hb
    change parity n * (a * b) = a * b * parity n
    rw [← mul_assoc, ha, neg_mul, mul_assoc, hb, mul_neg, neg_neg, mul_assoc]
  have hs := fun x : Fin (n + 1) => (parity_anticommutes x).1
  have hd := fun x : Fin (n + 1) => (parity_anticommutes x).2
  have hbond : ∀ x y : Fin (n + 1), Commute (parity n) (bond J K (lower x) (lower y)) := by
    intro x y
    simp only [bond, conjTranspose_mul, conjTranspose_conjTranspose]
    exact (((pair _ _ (hd x) (hs y)).add_right (pair _ _ (hd y) (hs x))).smul_right _).add_right
      (((pair _ _ (hd x) (hd y)).add_right (pair _ _ (hs y) (hs x))).smul_right _)
  exact ((Commute.sum_right _ _ _ fun i _ => hbond _ _).add_right
    ((hbond _ _).smul_right _)).add_right
    ((Commute.sum_right _ _ _ fun x _ => pair _ _ (hd x) (hs x)).smul_right _)

/-- On a state with `P ψ = p ψ`, the periodic spin ring acts as the ring of Jordan-Wigner
operators with the same couplings and its closing bond multiplied by `-p`. -/
theorem spin_ring_eq_fermi_ring (J K h : ℝ) (p : ℂ) (ψ : (Fin (n + 1) → Bool) → ℂ)
    (hψ : parity n *ᵥ ψ = p • ψ) :
    ringHamiltonian J K h 1 lower *ᵥ ψ = ringHamiltonian J K h (-p) fermi *ᵥ ψ := by
  have hd : ∀ x : Fin (n + 1), (fermi x)ᴴ = (lower x)ᴴ * zString (Finset.Iio x) := by
    intro x
    rw [fermi, conjTranspose_mul, (zString_sq_and_hermitian _).2]
  have hd' : ∀ x : Fin (n + 1), (fermi x)ᴴ = zString (Finset.Iio x) * (lower x)ᴴ := by
    intro x
    rw [fermi, zString_mul_lower (by simp), conjTranspose_mul, (zString_sq_and_hermitian _).2]
  -- occupations do not see the strings
  have hnum : ∀ x : Fin (n + 1), (fermi x)ᴴ * fermi x = (lower x)ᴴ * lower x := by
    intro x
    rw [hd, fermi, mul_assoc, ← mul_assoc (zString _) (zString _),
      (zString_sq_and_hermitian _).1, one_mul]
  -- neighbouring strings differ by one `Z`, which `s†` absorbs
  have hkey : ∀ i : Fin n, (fermi i.castSucc)ᴴ * zString (Finset.Iio i.succ) =
      (lower i.castSucc)ᴴ := by
    intro i
    have hI : Finset.Iio i.succ = insert i.castSucc (Finset.Iio i.castSucc) := by
      ext y
      simp only [Finset.mem_insert, Finset.mem_Iio, Fin.ext_iff, Fin.lt_def]
      have h1 : (i.succ).val = i.val + 1 := rfl
      have h2 : (i.castSucc).val = i.val := rfl
      omega
    rw [hI, zString_insert (by simp), hd, mul_assoc, ← mul_assoc (zString _) (zString _),
      (zString_sq_and_hermitian _).1, one_mul, (Z_lower _).2.2]
  have hbulk : ∀ i : Fin n, bond J K (fermi i.castSucc) (fermi i.succ) =
      bond J K (lower i.castSucc) (lower i.succ) := by
    intro i
    have h1 : (fermi i.castSucc)ᴴ * fermi i.succ = (lower i.castSucc)ᴴ * lower i.succ := by
      rw [fermi.eq_1 i.succ, ← mul_assoc, hkey]
    have h2 : (fermi i.castSucc)ᴴ * (fermi i.succ)ᴴ =
        (lower i.castSucc)ᴴ * (lower i.succ)ᴴ := by
      rw [hd' i.succ, ← mul_assoc, hkey]
    simp only [bond, h1, h2]
  -- in the closing bond the parity takes its value `p`
  have hclose : bond J K (lower (Fin.last n)) (lower 0) *ᵥ ψ =
      ((-p) • bond J K (fermi (Fin.last n)) (fermi 0)) *ᵥ ψ := by
    rw [closing_bond, neg_mulVec, ← mulVec_mulVec, hψ, mulVec_smul, smul_mulVec, neg_smul]
  simp only [ringHamiltonian, one_smul, hbulk, hnum, add_mulVec, hclose]

end

end JordanWignerRing
```

```lean
#print axioms JordanWignerRing.boundary_hop
-- 'JordanWignerRing.boundary_hop' depends on axioms: [propext, Classical.choice, Quot.sound]
#print axioms JordanWignerRing.parity_conserved
-- 'JordanWignerRing.parity_conserved' depends on axioms: [propext, Classical.choice, Quot.sound]
#print axioms JordanWignerRing.spin_ring_eq_fermi_ring
-- 'JordanWignerRing.spin_ring_eq_fermi_ring' depends on axioms: [propext, Classical.choice, Quot.sound]
```

## From matrix entries to the ring

`zString_mul_lower` and `Z_lower` are checked entry by entry. An entry of `lower x` is nonzero only if σ is τ with site x emptied; `split_ifs` separates that case, and the signs are then compared directly. With `zString_insert` and `zString_sq_and_hermitian`, these lemmas supply the string algebra for the rest.

`parity_anticommutes` splits off the sign at x by writing the set of all sites as x inserted into the remainder. `end_sites` does the same at the last site, and `boundary_hop` is then a short rewrite.

In `closing_bond`, the local statement `key` treats hopping and pairing together, since it needs only that b anticommutes with P. The tactic `module` collects the coefficients. `parity_conserved` proves the two-operator argument once, as `pair`, and applies it to each term.

In the main theorem, `hkey` is the relation c_i† S_{i+1} = s_i†, with `omega` checking that the two strings differ by site i alone. `hbulk` and `hnum` match the bulk bonds and occupations, and `hclose` applies the closing bond to ψ and replaces P by p.
